# A finite superposition of number states factorizes over its stellar zeros

Let V be a complex inner product space and let a and b be linear maps from V to itself. They stand for the annihilation and creation operators of one bosonic mode, so b plays the part of a†. The inner product ⟨x, y⟩, written `inner ℂ x y` in Lean, is conjugate-linear in its first argument.

V need not be complete. This matters because a and b act on all of V: for the oscillator, think of the Schwartz functions, which contain the number states and the coherent states and are mapped into themselves by both operators.

```lean
import Mathlib

open Polynomial ComplexConjugate

namespace StellarRepresentation

noncomputable section

variable {V : Type*} [NormedAddCommGroup V] [InnerProductSpace ℂ V]
```

Four hypotheses carry the physics, and each part below uses only those it needs:

- `hadj`: ⟨a x, y⟩ = ⟨x, b y⟩ for all x and y, so a and b are mutually adjoint.
- `hab`: ab − ba = 1, the canonical commutation relation, postulated here as the definition of a bosonic mode.
- `hv`: a v = 0, so v holds no quanta.
- `hv0`: v ≠ 0.

The state under study is a superposition of the vectors bⁿv with amplitudes c_n, where n runs from 0 to d:

ψ = ∑_{n≤d} c_n bⁿ v

```lean
/-- The finite superposition `∑ c_n b^n v`, with `n` running from `0` to `d`. -/
def coreState (b : Module.End ℂ V) (v : V) (c : ℕ → ℂ) (d : ℕ) : V :=
  ∑ n ∈ Finset.range (d + 1), c n • (b ^ n) v
```

The vectors bⁿv are in general not normalised. If ‖v‖ = 1, the normalised number state is |n⟩ = bⁿv/√(n!), and a state with components ψ_n in the basis |n⟩ has c_n = ψ_n/√(n!).

For a list L of complex numbers, `zeroProduct b L` is the operator product of the factors b − z with z in L. A list keeps multiplicities, and the empty list gives the identity.

```lean
/-- The operator product of the factors `b - z`, with `z` running through the list `L`. -/
def zeroProduct (b : Module.End ℂ V) (L : List ℂ) : Module.End ℂ V :=
  (L.map fun z => b - z • (1 : Module.End ℂ V)).prod
```

The amplitudes also define an ordinary polynomial P, called `stellarPoly c d`, whose roots are the stellar zeros of ψ:

P(X) = ∑_{n≤d} c_n Xⁿ

```lean
/-- The polynomial whose coefficients are the amplitudes `c_0, ..., c_d`. -/
def stellarPoly (c : ℕ → ℂ) (d : ℕ) : ℂ[X] :=
  ∑ n ∈ Finset.range (d + 1), C (c n) * X ^ n
```

## (a) The superposition as a polynomial in b

Show that ψ is obtained by putting b into P and acting on v:

ψ = P(b) v

Substitution turns Xⁿ into bⁿ and the constant c_n into c_n times the identity. Acting on v term by term gives ∑ c_n bⁿv. In Lean, P(b) is `aeval b P`, and `simp` carries out the substitution.

```lean
/-- The superposition is the amplitude polynomial evaluated at `b` and applied to `v`. -/
theorem coreState_eq_aeval (b : Module.End ℂ V) (v : V) (c : ℕ → ℂ) (d : ℕ) :
    coreState b v c d = aeval b (stellarPoly c d) v := by
  simp [coreState, stellarPoly, map_sum, LinearMap.sum_apply]
```

## (b) The operator product as a polynomial in b

Show that the product of the factors b − z is also a polynomial evaluated at b:

∏_{z∈L} (b − z) = Q(b), where Q(X) = ∏_{z∈L} (X − z)

For the empty list both sides are 1. Adding one more z multiplies the left side by b − z and Q by X − z, and substitution respects products. The Lean proof is this induction on the list.

```lean
/-- The operator product over `L` is the polynomial `∏ (X - z)` evaluated at `b`. -/
theorem zeroProduct_eq_aeval (b : Module.End ℂ V) (L : List ℂ) :
    zeroProduct b L = aeval b (L.map fun z => X - C z).prod := by
  induction L with
  | nil => simp [zeroProduct]
  | cons z L ih =>
    have h : zeroProduct b (z :: L) = (b - z • (1 : Module.End ℂ V)) * zeroProduct b L := by
      simp [zeroProduct]
    rw [h, ih, List.map_cons, List.prod_cons, map_mul, map_sub, aeval_X, aeval_C,
      Algebra.algebraMap_eq_smul_one]
```

## (c) Annihilation acts as differentiation

Using the commutator and a v = 0, show for every polynomial P that

a P(b) v = P′(b) v

The commutator says a b x = b a x + x for every x. With x = v this gives a b v = v. If a bᵏ⁺¹v = (k+1) bᵏv, then

a bᵏ⁺² v = b (a bᵏ⁺¹ v) + bᵏ⁺¹ v = (k+1) bᵏ⁺¹ v + bᵏ⁺¹ v = (k+2) bᵏ⁺¹ v

So a acts on bⁿv as d/dX acts on Xⁿ, and linearity extends this to all P. In the code `hc` is the rearranged commutator, `ladder` is the induction, and the final induction splits P into monomials.

In a program that truncates a and b to N × N matrices in the number basis, the commutator fails in the last diagonal entry, which is 1 − N instead of 1. Working with the coefficients of P avoids that truncation error.

```lean
/-- On states `P(b) v` built on the vacuum `v`, the annihilation operator differentiates `P`. -/
theorem annihilation_eq_derivative {a b : Module.End ℂ V} {v : V}
    (hab : a * b - b * a = 1) (hv : a v = 0) (P : ℂ[X]) :
    a (aeval b P v) = aeval b (derivative P) v := by
  have hc : ∀ x, a (b x) = b (a x) + x := by
    intro x
    have h := LinearMap.congr_fun hab x
    simp only [LinearMap.sub_apply, Module.End.mul_apply, Module.End.one_apply] at h
    exact sub_eq_iff_eq_add'.mp h
  -- the ladder relation on the number states
  have ladder : ∀ n : ℕ, a ((b ^ (n + 1)) v) = ((n : ℂ) + 1) • (b ^ n) v := by
    intro n
    induction n with
    | zero => simp [hc, hv]
    | succ k ih =>
      have hb : b ((b ^ k) v) = (b ^ (k + 1)) v := by
        rw [pow_succ', Module.End.mul_apply]
      rw [pow_succ' b (k + 1), Module.End.mul_apply, hc, ih, map_smul, hb]
      push_cast
      module
  induction P using Polynomial.induction_on' with
  | add p q hp hq => simp only [map_add, LinearMap.add_apply, hp, hq]
  | monomial n s =>
    cases n with
    | zero => simp [hv]
    | succ k =>
      rw [derivative_monomial, aeval_monomial, aeval_monomial]
      simp only [Module.End.mul_apply, Module.algebraMap_end_apply, map_smul, ladder,
        Nat.add_sub_cancel]
      push_cast
      module
```

## (d) No nonzero polynomial in b destroys the vacuum

Show that for v ≠ 0

P(b) v = 0 implies P = 0

Use induction on the degree. If P is a constant s, then s v = 0 forces s = 0. If the degree is positive, apply a: by (c), P′(b) v = 0. Since P′ has lower degree, P′ = 0 by the induction hypothesis. But then P is constant, a contradiction.

The vectors bⁿv are therefore linearly independent, and V is infinite-dimensional. `key` is the same statement with the degree made explicit, as strong induction requires.

```lean
/-- A polynomial in `b` that sends a nonzero vacuum vector to zero is the zero polynomial. -/
theorem eq_zero_of_aeval_vacuum {a b : Module.End ℂ V} {v : V}
    (hab : a * b - b * a = 1) (hv : a v = 0) (hv0 : v ≠ 0) (P : ℂ[X])
    (hP : aeval b P v = 0) : P = 0 := by
  have key : ∀ n : ℕ, ∀ Q : ℂ[X], Q.natDegree = n → aeval b Q v = 0 → Q = 0 := by
    intro n
    induction n using Nat.strong_induction_on with
    | _ n ih =>
      intro Q hn hQ
      by_cases h0 : Q.natDegree = 0
      · obtain ⟨s, rfl⟩ := natDegree_eq_zero.mp h0
        simpa [hv0] using hQ
      · -- applying `a` lowers the degree
        have hlt : (derivative Q).natDegree < n := hn ▸ natDegree_derivative_lt h0
        have hd : derivative Q = 0 := ih _ hlt _ rfl (by
          rw [← annihilation_eq_derivative hab hv, hQ, map_zero])
        exact absurd (Polynomial.derivative_eq_zero.mp hd) h0
  exact key _ P rfl hP
```

## (e) The zeros are fixed by the state

Let L and M be two lists. Show that

∏_{z∈L} (b − z) v = ∏_{z∈M} (b − z) v

implies that L and M agree up to order.

By (b) both sides are polynomials in b acting on v. Their difference destroys v, so by (d) the two polynomials are equal, and equal polynomials have the same roots with the same multiplicities. `L.Perm M` says that one list is a rearrangement of the other. Their lengths are not assumed equal.

Without the commutator this fails. Take V = ℂ, a = b = 0 and v = 1. Adjointness and a v = 0 still hold, but the lists [1, 1] and [2, 1/2] both give the vector 1.

```lean
/-- Two products of factors `b - z` that agree on the vacuum have the same zeros, counted with
multiplicity. -/
theorem zeros_unique {a b : Module.End ℂ V} {v : V}
    (hab : a * b - b * a = 1) (hv : a v = 0) (hv0 : v ≠ 0) {L M : List ℂ}
    (h : zeroProduct b L v = zeroProduct b M v) : L.Perm M := by
  rw [zeroProduct_eq_aeval, zeroProduct_eq_aeval] at h
  have hp := sub_eq_zero.mp (eq_zero_of_aeval_vacuum hab hv hv0
    ((L.map fun z => X - C z).prod - (M.map fun z => X - C z).prod)
    (by rw [map_sub, LinearMap.sub_apply, h, sub_self]))
  have hr := congrArg Polynomial.roots hp
  have hL := roots_multiset_prod_X_sub_C (L : Multiset ℂ)
  have hM := roots_multiset_prod_X_sub_C (M : Multiset ℂ)
  rw [Multiset.map_coe, Multiset.prod_coe] at hL hM
  exact Multiset.coe_eq_coe.mp (hL.symm.trans (hr.trans hM))
```

## (f) Overlap with an eigenvector of a

Let a u = α u. Show for every vector x that

⟨u, ∏_{z∈L} (b − z) x⟩ = ⟨u, x⟩ ∏_{z∈L} (conj α − z)

Move one factor at a time. For any y,

⟨u, (b − z) y⟩ = ⟨a u, y⟩ − z ⟨u, y⟩ = (conj α − z) ⟨u, y⟩

The conjugate appears because α leaves the first slot of the inner product. Repeating this for each z gives the result. Lean does so by induction on L, with `← hadj` moving b onto u. Only adjointness is needed here.

```lean
/-- In the overlap with an eigenvector of `a`, each factor `b - z` becomes the number
`conj α - z`. -/
theorem inner_zeroProduct {a b : Module.End ℂ V}
    (hadj : ∀ x y, inner ℂ (a x) y = inner ℂ x (b y)) {u : V} {α : ℂ} (hu : a u = α • u)
    (L : List ℂ) (x : V) :
    inner ℂ u (zeroProduct b L x) = inner ℂ u x * (L.map fun z => conj α - z).prod := by
  induction L with
  | nil => simp [zeroProduct]
  | cons z L ih =>
    have h : zeroProduct b (z :: L) x = b (zeroProduct b L x) - z • zeroProduct b L x := by
      simp [zeroProduct]
    rw [h, inner_sub_right, ← hadj, hu, inner_smul_left, inner_smul_right, ih,
      List.map_cons, List.prod_cons]
    ring
```

## (g) Factorization, overlap and uniqueness together

Assume all four hypotheses and c_d ≠ 0. Show that there is a list of exactly d zeros z_1, …, z_d with

ψ = c_d ∏_j (b − z_j) v

that every u with a u = α u satisfies

⟨u, ψ⟩ = c_d ⟨u, v⟩ ∏_j (conj α − z_j)

and that any list giving the same factorization is a rearrangement of this one.

Since c_d ≠ 0, P has degree d and leading coefficient c_d. The fundamental theorem of algebra gives P(X) = c_d ∏_j (X − z_j) with d roots. Putting in b and using (a) and (b) gives the first equation, and (f) with x = v gives the second. For uniqueness, cancel c_d and apply (e). For d = 0 the list is empty and ψ = c_0 v.

In the code `hcoeff` and `hdeg` find the coefficients and the degree, `hcard` counts the roots, `hfac` is the factorized polynomial, and `hstate` is the factorized state.

In a calculation one divides the components ψ_n by √(n!) and passes the result to a polynomial root finder. For (|0⟩ + |2⟩)/√2 the amplitudes are c_0 = 1/√2, c_1 = 0 and c_2 = 1/2, so z² = −√2 and the zeros are ±i·2^(1/4). Omitting the factorials would give ±i instead.

The superposition must have a highest occupied number d. For an infinite superposition P becomes a power series, and its zeros need not determine it up to a factor: for a coherent state it is a multiple of exp(αX), which has no zeros whatever the value of α.

```lean
/-- **Stellar representation.** A superposition `∑ c_n b^n v` of degree `d` over the vacuum is `c_d`
times a product of `d` factors `b - z` applied to `v`, with zeros unique up to order; its overlap
with an eigenvector `u` of `a`, with eigenvalue `α`, is `c_d ⟨u, v⟩` times the product of the
numbers `conj α - z`. -/
theorem stellar_representation {a b : Module.End ℂ V} {v : V}
    (hadj : ∀ x y, inner ℂ (a x) y = inner ℂ x (b y))
    (hab : a * b - b * a = 1) (hv : a v = 0) (hv0 : v ≠ 0)
    (c : ℕ → ℂ) (d : ℕ) (hc : c d ≠ 0) :
    ∃ L : List ℂ, L.length = d ∧
      coreState b v c d = c d • zeroProduct b L v ∧
      (∀ (u : V) (α : ℂ), a u = α • u → inner ℂ u (coreState b v c d) =
        c d * inner ℂ u v * (L.map fun z => conj α - z).prod) ∧
      ∀ M : List ℂ, coreState b v c d = c d • zeroProduct b M v → M.Perm L := by
  have hcoeff : ∀ k, (stellarPoly c d).coeff k = if k < d + 1 then c k else 0 := by
    intro k
    simp only [stellarPoly, finsetSum_coeff, coeff_C_mul, coeff_X_pow, mul_ite, mul_one,
      mul_zero, Finset.sum_ite_eq, Finset.mem_range]
  have hd : (stellarPoly c d).coeff d = c d := by rw [hcoeff, if_pos (Nat.lt_succ_self d)]
  have hdeg : (stellarPoly c d).natDegree = d := by
    refine natDegree_eq_of_le_of_coeff_ne_zero ?_ (by rwa [hd])
    refine natDegree_le_iff_coeff_eq_zero.mpr fun N hN => ?_
    rw [hcoeff, if_neg (by omega)]
  -- the fundamental theorem of algebra supplies the zeros
  have hcard := splits_iff_card_roots.mp (IsAlgClosed.splits (stellarPoly c d))
  have hfac := C_leadingCoeff_mul_prod_multiset_X_sub_C hcard
  obtain ⟨L, hL⟩ : ∃ L : List ℂ, (L : Multiset ℂ) = (stellarPoly c d).roots :=
    ⟨_, Multiset.coe_toList _⟩
  rw [← hL, Multiset.map_coe, Multiset.prod_coe, leadingCoeff, hdeg, hd] at hfac
  rw [← hL, Multiset.coe_card, hdeg] at hcard
  have hstate : coreState b v c d = c d • zeroProduct b L v := by
    rw [coreState_eq_aeval, ← hfac, map_mul, aeval_C, Module.End.mul_apply,
      Module.algebraMap_end_apply, zeroProduct_eq_aeval]
  refine ⟨L, hcard, hstate, fun u α hu => ?_, fun M hM => ?_⟩
  · rw [hstate, inner_smul_right, inner_zeroProduct hadj hu]
    ring
  · exact zeros_unique hab hv hv0 (smul_right_injective V hc (hM.symm.trans hstate))
```

## (h) Where the overlap vanishes

Let a u = α u and ⟨u, v⟩ ≠ 0. Show that

⟨u, ∏_{z∈L} (b − z) v⟩ = 0 exactly when conj α is in L

By (f) the overlap is ⟨u, v⟩ times a product of numbers. The first factor is nonzero, so the overlap vanishes exactly when some conj α − z is zero. `List.prod_eq_zero_iff` is that last step.

For a normalised coherent state and a normalised vacuum, |⟨u, v⟩| = exp(−|α|²/2), which is never zero. For a finite superposition of number states, the zeros of the Husimi function, which is proportional to |⟨u, ψ⟩|², therefore lie at the points α = conj z_j.

```lean
/-- An eigenvector `u` of `a` with `⟨u, v⟩ ≠ 0` is orthogonal to `zeroProduct b L v` exactly when
the conjugate of its eigenvalue is in `L`. -/
theorem orthogonal_iff_mem_zeros {a b : Module.End ℂ V}
    (hadj : ∀ x y, inner ℂ (a x) y = inner ℂ x (b y)) {u v : V} {α : ℂ}
    (hu : a u = α • u) (huv : inner ℂ u v ≠ 0) (L : List ℂ) :
    inner ℂ u (zeroProduct b L v) = 0 ↔ conj α ∈ L := by
  rw [inner_zeroProduct hadj hu, mul_eq_zero, or_iff_right huv, List.prod_eq_zero_iff,
    List.mem_map]
  constructor
  · rintro ⟨z, hz, h⟩
    rwa [sub_eq_zero.mp h]
  · exact fun h => ⟨_, h, sub_self _⟩
```

## (i) A model on polynomials

Take polynomials as states, a = d/dX, b = multiplication by X, and the constant 1 as vacuum. Define the form

(p, q) = ∑_n n! conj(p_n) q_n

```lean
/-- The form `∑ n! conj(p_n) q_n` on polynomials. -/
def fockForm (p q : ℂ[X]) : ℂ :=
  p.sum fun n s => (n.factorial : ℂ) * conj s * q.coeff n
```

Show that

(X p)′ − X p′ = p,  1′ = 0,  (p′, q) = (p, X q),  (p, p) > 0 for p ≠ 0

The first two are the product rule and the derivative of a constant. For the third, p′ has coefficients (n+1) p_{n+1}, and X q has coefficient q_n at position n+1, so

(p′, q) = ∑_n (n+1)! conj(p_{n+1}) q_n = (p, X q)

The n = 0 term of (p, X q) vanishes. Finally, (p, p) = ∑ n! |p_n|², which is positive if any p_n is nonzero.

The Lean proof shifts the summation index with `Finset.sum_range_succ'`. It checks these four properties, the last one for the real part of (p, p), without registering the form as an inner product on a Lean type. In this model the only eigenvalue of a is 0, since differentiation lowers the degree; coherent states with α ≠ 0 need a larger space, such as the Schwartz functions.

```lean
/-- On polynomials, `d/dX` and multiplication by `X` satisfy the commutation relation, `d/dX`
annihilates `1`, and the two are mutually adjoint for the positive form `fockForm`. -/
theorem stellar_representation_witness :
    (derivative : Module.End ℂ ℂ[X]) * LinearMap.mulLeft ℂ X
        - LinearMap.mulLeft ℂ X * (derivative : Module.End ℂ ℂ[X]) = 1 ∧
      derivative (1 : ℂ[X]) = 0 ∧
      (∀ p q : ℂ[X], fockForm (derivative p) q = fockForm p (X * q)) ∧
      ∀ p : ℂ[X], p ≠ 0 → 0 < (fockForm p p).re := by
  refine ⟨LinearMap.ext fun p => ?_, derivative_one, fun p q => ?_, fun p hp => ?_⟩
  · simp [Module.End.mul_apply, derivative_mul]
  · have h1 : (derivative p).natDegree < p.natDegree + 1 := by
      have := natDegree_derivative_le p
      omega
    unfold fockForm
    rw [sum_over_range' _ (by simp) (p.natDegree + 1) h1,
      sum_over_range' p (by simp) (p.natDegree + 1 + 1) (by omega),
      Finset.sum_range_succ' _ (p.natDegree + 1)]
    simp only [coeff_X_mul, coeff_X_mul_zero, mul_zero, add_zero]
    refine Finset.sum_congr rfl fun n _ => ?_
    rw [coeff_derivative, Nat.factorial_succ]
    simp only [map_mul, map_add, map_one, map_natCast]
    push_cast
    ring
  · simp only [fockForm, sum_def, Complex.re_sum]
    refine Finset.sum_pos (fun n hn => ?_)
      (Finset.nonempty_iff_ne_empty.mpr (by simpa using hp))
    have h : (n.factorial : ℂ) * conj (p.coeff n) * p.coeff n
        = (((n.factorial : ℝ) * Complex.normSq (p.coeff n) : ℝ) : ℂ) := by
      rw [Complex.ofReal_mul, Complex.normSq_eq_conj_mul_self, Complex.ofReal_natCast]
      ring
    rw [h, Complex.ofReal_re]
    exact mul_pos (Nat.cast_pos.mpr (Nat.factorial_pos n))
      (Complex.normSq_pos.mpr (mem_support_iff.mp hn))

end

end StellarRepresentation
```

```lean
#print axioms StellarRepresentation.stellar_representation
-- 'StellarRepresentation.stellar_representation' depends on axioms: [propext, Classical.choice, Quot.sound]
#print axioms StellarRepresentation.orthogonal_iff_mem_zeros
-- 'StellarRepresentation.orthogonal_iff_mem_zeros' depends on axioms: [propext, Classical.choice, Quot.sound]
```
